# In finite dimension, tr(G exp(−βQ²)) = tr G whenever G anticommutes with Q

At temperature $T$, a fermionic path integral over imaginary time $\beta=1/(k_BT)$, in units with $\hbar=1$, gives $\operatorname{tr} e^{-\beta H}$ when the fermion fields are antiperiodic, and $\operatorname{tr}(G e^{-\beta H})$, with $G$ the fermion parity, when they are periodic. For one mode of energy $\varepsilon$, with $H=\mathrm{diag}(0,\varepsilon)$ and $G=\mathrm{diag}(1,-1)$, I get $1+e^{-\beta\varepsilon}$ and $1-e^{-\beta\varepsilon}$, both of which depend on temperature if $\varepsilon\neq0$. Yet if $H=Q^2$ with $GQ=-QG$, the second trace is supposed to be the Witten index, the same at every $\beta$. Can this be made rigorous for matrices and checked by machine, including why the single mode doesn't contradict it?

## Carrying one factor of Q around the trace

Let $X$ commute with $Q$. Moving one $Q$ to the left through $X$ and $G$, then back by cyclicity, gives

$$\operatorname{tr}(GXQ^2)=\operatorname{tr}(GQXQ)=-\operatorname{tr}(QGXQ)=-\operatorname{tr}(GXQ^2),$$

so this trace is zero. Now set $f(u)=\operatorname{tr}(Ge^{uQ^2})$. Its derivative is $f'(u)=\operatorname{tr}(Ge^{uQ^2}Q^2)$, which vanishes by the case $X=e^{uQ^2}$. Hence $f(-\beta)=f(0)=\operatorname{tr}G$. The trace weighted with $G$, here $f(-\beta)$, is called the supertrace.

To see what is being counted, let $A$ map $m$ bosonic states to $n$ fermionic ones, and take

$$Q=\begin{pmatrix}0&A^\dagger\\A&0\end{pmatrix},\quad G=\begin{pmatrix}1&0\\0&-1\end{pmatrix},\quad Q^2=\begin{pmatrix}A^\dagger A&0\\0&AA^\dagger\end{pmatrix}.$$

Here $GQ=\begin{pmatrix}0&A^\dagger\\-A&0\end{pmatrix}=-QG$. Since $A$ and $A^\dagger$ have the same rank $r$, rank-nullity gives

$$\operatorname{tr}G=m-n=(r+\dim\ker A)-(r+\dim\ker A^\dagger)=\dim\ker A-\dim\ker A^\dagger.$$

These kernels are the zero-energy states of each kind: $A^\dagger Av=0$ gives $\|Av\|^2=v^\dagger A^\dagger Av=0$, so $A^\dagger A$ and $A$ have the same kernel, and likewise $AA^\dagger$ and $A^\dagger$.

For free fermions, a set $S$ of occupied modes has energy $\sum_{k\in S}\varepsilon_k$. With $N$ the particle number and $z$ a complex weight,

$$\operatorname{tr}(z^Ne^{-\beta H})=\sum_S\prod_{k\in S}ze^{-\beta\varepsilon_k}=\prod_k(1+ze^{-\beta\varepsilon_k}).$$

Fermion parity is $z=-1$. With at least one mode, setting $\beta=0$ gives $\operatorname{tr}(-1)^N=0$. If $H=Q^2$ with $Q$ anticommuting with parity, then $\prod_k(1-e^{-\varepsilon_k})$, the supertrace at $\beta=1$, would also be zero. Some real $\varepsilon_k$ would then vanish. So when all energies are nonzero there is no such $Q$, and the single mode doesn't contradict the trace identity.

The anticommutation hypothesis is essential: $G=\mathrm{diag}(1,-1)$ and $Q=\mathrm{diag}(0,1)$ commute, and the supertrace is $1-e^{-\beta}$ although $\operatorname{tr}G=0$. Nonzero energies matter too: one mode with $\varepsilon=0$ has $H=0$, the square of $Q=0$.

## How the matrices represent the physics

In `supertrace_exp_eq_trace`, `G` and `Q` are arbitrary complex square matrices and `β` is complex; neither $G^2=1$ nor hermiticity of $Q$ is assumed. The zero-mode count in `supertrace_eq_zero_modes` is for the specific `grading` and `supercharge` above, on the index type `m ⊕ n`, with `Aᴴ` for $A^\dagger$.

Occupation states are elements of `Finset ι`, where `ι` labels the modes. `freeHamiltonian` is defined directly as a diagonal matrix with real mode energies, and `numberWeight` is $z^N$. `single_mode_traces` uses explicit two-level matrices and writes the mode energy as `e`, which may be complex.

Everything is finite-dimensional. The path integral and its boundary conditions are not constructed; the theorems concern the operator traces. For non-interacting electrons whose modes are finitely many spin orbitals, each an eigenstate of the one-electron Hamiltonian with energy $\varepsilon_k$, the choice $z=e^{\beta\mu}$, with $\mu$ the chemical potential, turns the product formula into the grand partition function.

In Lean 4 with Mathlib:

```lean
import Mathlib

open Matrix
open scoped ComplexOrder

namespace WittenIndex

noncomputable section

variable {n m ι : Type*} [Fintype n] [DecidableEq n] [Fintype m] [DecidableEq m]
  [Fintype ι] [DecidableEq ι]

/-- If `G` anticommutes with `Q` and `X` commutes with `Q`, the trace of `G X Q²` vanishes. -/
theorem supertrace_mul_sq_eq_zero {G Q X : Matrix n n ℂ} (h : G * Q = -(Q * G))
    (hX : Commute X Q) : trace (G * (X * Q ^ 2)) = 0 := by
  -- move one factor of `Q` to the left through `G`, which costs a sign
  have h1 : G * (X * Q ^ 2) = -(Q * (G * (X * Q))) := by
    calc G * (X * Q ^ 2) = G * ((X * Q) * Q) := by simp only [pow_two, mul_assoc]
      _ = G * ((Q * X) * Q) := by rw [hX.eq]
      _ = (G * Q) * (X * Q) := by simp only [mul_assoc]
      _ = -(Q * (G * (X * Q))) := by rw [h]; simp only [neg_mul, mul_assoc]
  -- bring it back by cyclicity, which costs none
  have h2 : trace (Q * (G * (X * Q))) = trace (G * (X * Q ^ 2)) := by
    rw [trace_mul_comm]
    simp only [pow_two, mul_assoc]
  have h3 := congrArg trace h1
  rw [trace_neg, h2] at h3
  linear_combination h3 / 2

/-- The derivative of `tr(G exp(uM))` with respect to `u` is `tr(G exp(uM) M)`. -/
theorem hasDerivAt_trace_mul_exp (G M : Matrix n n ℂ) (b : ℂ) :
    HasDerivAt (fun u : ℂ => trace (G * NormedSpace.exp (u • M)))
      (trace (G * (NormedSpace.exp (b • M) * M))) b := by
  let : NormedRing (Matrix n n ℂ) := Matrix.linftyOpNormedRing
  let : NormedAlgebra ℂ (Matrix n n ℂ) := Matrix.linftyOpNormedAlgebra
  let L : Matrix n n ℂ →L[ℂ] ℂ := LinearMap.toContinuousLinearMap
    ((traceLinearMap n ℂ ℂ).comp (LinearMap.mulLeft ℂ G))
  exact L.hasFDerivAt.comp_hasDerivAt b (hasDerivAt_exp_smul_const M b)

/-- If `G` anticommutes with `Q`, the trace `tr(G exp(-βQ²))` equals `tr G` for every complex `β`.
-/
theorem supertrace_exp_eq_trace {G Q : Matrix n n ℂ} (h : G * Q = -(Q * G)) (β : ℂ) :
    trace (G * NormedSpace.exp ((-β) • Q ^ 2)) = trace G := by
  have hz : ∀ b : ℂ,
      HasDerivAt (fun u : ℂ => trace (G * NormedSpace.exp (u • Q ^ 2))) 0 b := by
    intro b
    have hc : Commute Q (b • Q ^ 2) := ((Commute.refl Q).pow_right 2).smul_right b
    exact (hasDerivAt_trace_mul_exp G (Q ^ 2) b).congr_deriv
      (supertrace_mul_sq_eq_zero h hc.exp_right.symm)
  -- a function with zero derivative has the same value at `-β` and at `0`
  have hconst := is_const_of_deriv_eq_zero (fun b => (hz b).differentiableAt)
    (fun b => (hz b).deriv) (-β) 0
  simpa [NormedSpace.exp_zero] using hconst

/-- The grading that is `+1` on the bosonic states `m` and `-1` on the fermionic states `n`. -/
def grading (m n : Type*) [DecidableEq m] [DecidableEq n] : Matrix (m ⊕ n) (m ⊕ n) ℂ :=
  fromBlocks 1 0 0 (-1)

/-- The supercharge that maps bosonic to fermionic states by `A` and back by `Aᴴ`. -/
def supercharge (A : Matrix n m ℂ) : Matrix (m ⊕ n) (m ⊕ n) ℂ :=
  fromBlocks 0 Aᴴ A 0

/-- The grading anticommutes with the supercharge built from `A`, whose square has the
diagonal blocks `AᴴA` and `AAᴴ`. -/
theorem supercharge_witness (A : Matrix n m ℂ) :
    grading m n * supercharge A = -(supercharge A * grading m n) ∧
      supercharge A ^ 2 = fromBlocks (Aᴴ * A) 0 0 (A * Aᴴ) := by
  constructor
  · simp [grading, supercharge, fromBlocks_multiply, fromBlocks_neg]
  · simp [pow_two, supercharge, fromBlocks_multiply]

/-- The supertrace of `exp(-βQ²)` is the number of independent bosonic zero modes (kernel
of `A`) minus the number of fermionic ones (kernel of `Aᴴ`). -/
theorem supertrace_eq_zero_modes (A : Matrix n m ℂ) (β : ℂ) :
    trace (grading m n * NormedSpace.exp ((-β) • supercharge A ^ 2)) =
      (Module.finrank ℂ (LinearMap.ker A.mulVecLin) : ℂ) -
        (Module.finrank ℂ (LinearMap.ker Aᴴ.mulVecLin) : ℂ) := by
  rw [supertrace_exp_eq_trace (supercharge_witness A).1]
  have ht : trace (grading m n) = (Fintype.card m : ℂ) - (Fintype.card n : ℂ) := by
    simp [grading, Matrix.trace, Matrix.diag_apply, Fintype.sum_sum_type, sub_eq_add_neg]
  -- rank-nullity for `A` and `Aᴴ`, which have the same rank
  have h1 : A.rank + Module.finrank ℂ (LinearMap.ker A.mulVecLin) = Fintype.card m :=
    (LinearMap.finrank_range_add_finrank_ker A.mulVecLin).trans
      (Module.finrank_fintype_fun_eq_card ℂ)
  have h2 : Aᴴ.rank + Module.finrank ℂ (LinearMap.ker Aᴴ.mulVecLin) = Fintype.card n :=
    (LinearMap.finrank_range_add_finrank_ker Aᴴ.mulVecLin).trans
      (Module.finrank_fintype_fun_eq_card ℂ)
  rw [rank_conjTranspose] at h2
  have h1' := congrArg (Nat.cast : ℕ → ℂ) h1
  have h2' := congrArg (Nat.cast : ℕ → ℂ) h2
  push_cast at h1' h2'
  rw [ht]
  linear_combination h2' - h1'

/-- The exponential of a multiple of a diagonal matrix is taken entry by entry. -/
theorem exp_smul_diagonal (c : ℂ) (v : n → ℂ) :
    NormedSpace.exp (c • diagonal v) = diagonal (fun i => Complex.exp (c * v i)) := by
  rw [← diagonal_smul, Matrix.exp_diagonal]
  refine congrArg diagonal (funext fun i => ?_)
  rw [Complex.exp_eq_exp_ℂ]
  exact Pi.coe_exp (c • v) i

/-- One fermion mode of energy `e`: the trace of `exp(-βH)` is `1 + exp(-βe)`, and the trace
weighted with `G = diag(1, -1)` is `1 - exp(-βe)`. -/
theorem single_mode_traces (e β : ℂ) :
    trace (NormedSpace.exp ((-β) • diagonal ![0, e])) = 1 + Complex.exp (-β * e) ∧
      trace (diagonal ![1, -1] * NormedSpace.exp ((-β) • diagonal ![0, e])) =
        1 - Complex.exp (-β * e) := by
  rw [exp_smul_diagonal]
  constructor
  · simp [trace_diagonal, Fin.sum_univ_two]
  · simp [trace_diagonal, Fin.sum_univ_two, sub_eq_add_neg]

/-- The Hamiltonian of free fermions: a set `S` of occupied modes has energy `∑ k ∈ S, ε k`. -/
def freeHamiltonian (ε : ι → ℝ) : Matrix (Finset ι) (Finset ι) ℂ :=
  diagonal fun S => ∑ k ∈ S, (ε k : ℂ)

/-- The operator `z^N`, with `N` the number of occupied modes; `z = -1` is fermion parity. -/
def numberWeight (ι : Type*) [DecidableEq ι] (z : ℂ) : Matrix (Finset ι) (Finset ι) ℂ :=
  diagonal fun S => z ^ S.card

/-- For free fermions the trace of `z^N exp(-βH)` is the product over modes of
`1 + z exp(-βε)`. -/
theorem free_fermion_trace (ε : ι → ℝ) (z β : ℂ) :
    trace (numberWeight ι z * NormedSpace.exp ((-β) • freeHamiltonian ε)) =
      ∏ k, (1 + z * Complex.exp (-β * ε k)) := by
  rw [freeHamiltonian, numberWeight, exp_smul_diagonal, diagonal_mul_diagonal,
    trace_diagonal, Finset.prod_one_add, Finset.powerset_univ]
  refine Finset.sum_congr rfl fun S _ => ?_
  rw [Finset.prod_mul_distrib, Finset.prod_const, Finset.mul_sum, Complex.exp_sum]

/-- The Hamiltonian of one or more free fermion modes, all of nonzero energy, is not the
square of any matrix that anticommutes with fermion parity. -/
theorem free_fermions_no_supercharge [Nonempty ι] (ε : ι → ℝ) (hε : ∀ k, ε k ≠ 0)
    (Q : Matrix (Finset ι) (Finset ι) ℂ)
    (hQ : numberWeight ι (-1) * Q = -(Q * numberWeight ι (-1))) :
    Q ^ 2 ≠ freeHamiltonian ε := by
  intro hH
  -- at `β = 0` the product formula gives the trace of fermion parity
  have h0 : trace (numberWeight ι (-1)) = 0 := by
    have h := free_fermion_trace ε (-1) 0
    simpa [NormedSpace.exp_zero, Finset.prod_const, Fintype.card_ne_zero] using h
  have h1 := supertrace_exp_eq_trace hQ 1
  rw [hH, free_fermion_trace, h0, Finset.prod_eq_zero_iff] at h1
  obtain ⟨k, _, hk⟩ := h1
  -- a vanishing factor forces a mode of zero energy
  have h2 : Complex.exp ((-ε k : ℝ) : ℂ) = 1 := by
    have h3 : ((-ε k : ℝ) : ℂ) = -1 * (ε k : ℂ) := by push_cast; ring
    rw [h3]
    linear_combination -hk
  have h4 : Real.exp (-ε k) = 1 := by exact_mod_cast h2
  have h5 : -ε k = 0 := (Real.exp_eq_one_iff _).mp h4
  exact hε k (by linarith)

end

end WittenIndex
```

```lean
#print axioms WittenIndex.supertrace_exp_eq_trace
#print axioms WittenIndex.supertrace_eq_zero_modes
#print axioms WittenIndex.single_mode_traces
#print axioms WittenIndex.free_fermions_no_supercharge
```

```
'WittenIndex.supertrace_exp_eq_trace' depends on axioms: [propext, Classical.choice, Quot.sound]
'WittenIndex.supertrace_eq_zero_modes' depends on axioms: [propext, Classical.choice, Quot.sound]
'WittenIndex.single_mode_traces' depends on axioms: [propext, Classical.choice, Quot.sound]
'WittenIndex.free_fermions_no_supercharge' depends on axioms: [propext, Classical.choice, Quot.sound]
```

## From the sign change to the missing supercharge

`supertrace_mul_sq_eq_zero` follows the trace calculation: `h1` collects the minus sign, `h2` uses cyclicity, and the last line solves $t=-t$. `hasDerivAt_trace_mul_exp` treats $Y\mapsto\operatorname{tr}(GY)$ as a continuous linear map and composes it with the derivative of the matrix exponential; a matrix norm is chosen locally for this. The main theorem combines the two, and `is_const_of_deriv_eq_zero` compares the values at $-\beta$ and $0$.

`supercharge_witness` multiplies out the blocks. In the zero-mode theorem, `h1` and `h2` are rank-nullity for $A$ and $A^\dagger$, and `rank_conjTranspose` identifies their ranks.

`exp_smul_diagonal` reduces the exponentials of diagonal matrices to scalar ones, which settles the single mode. For many modes, `Finset.prod_one_add` expands the product into a sum over occupied sets. Finally, `free_fermions_no_supercharge` obtains a vanishing factor from `Finset.prod_eq_zero_iff`, and `Real.exp_eq_one_iff` turns it into a zero mode energy, contradicting `hε`.
